# With attraction −1 between two spin-orbitals and mean particle number 1, a paired state has energy −1/2 and no Hartree-Fock state lies below −1/4

The model has two spin-orbitals, no one-body term, an interaction of −1 between the different orbitals and none within the same one, and a one-particle density matrix γ of trace 1. The theorem states that some Hartree-Fock-Bogoliubov state has energy −1/2, while every Hartree-Fock density matrix, with 0 ≤ γ ≤ 1, has energy at least −1/4. For the first part the attempt takes γ to be half the identity, with an antisymmetric pairing matrix whose off-diagonal entries are ±1/2, and checks entry by entry that the generalized density matrix `G` is Hermitian and equal to its own square, from which the required positivity of `G` and `1 - G` follows. For the second part it uses the trace to write the energy in terms of one occupation number and the off-diagonal entries of γ, and bounds it with squares.

As first written in Lean, the proof fails:

```lean
import Mathlib

open Matrix
open scoped ComplexOrder

namespace AttractionFavoursPairing

noncomputable section

variable {n : Type*} [Fintype n] [DecidableEq n]

/-- The generalized one-particle density matrix with normal part `γ` and pairing part `α`. -/
def generalizedDM (γ α : Matrix n n ℂ) : Matrix (n ⊕ n) (n ⊕ n) ℂ :=
  fromBlocks γ α αᴴ (1 - γ.map (starRingEnd ℂ))

/-- A fermionic Hartree-Fock-Bogoliubov state on spin-orbitals: the pairing matrix is
antisymmetric and the generalized density matrix lies between 0 and 1. -/
structure IsHFBState (γ α : Matrix n n ℂ) : Prop where
  antisymm : αᵀ = -α
  nonneg : (generalizedDM γ α).PosSemidef
  le_one : (1 - generalizedDM γ α).PosSemidef

/-- The Hartree-Fock energy: one-body energy plus direct minus exchange interaction. -/
def hfEnergy (h : Matrix n n ℂ) (w : Matrix n n ℝ) (γ : Matrix n n ℂ) : ℝ :=
  (h * γ).trace.re +
    1 / 2 * ∑ x, ∑ y, w x y * ((γ x x).re * (γ y y).re - Complex.normSq (γ x y))

/-- The Hartree-Fock-Bogoliubov energy: the Hartree-Fock energy plus the pairing energy. -/
def hfbEnergy (h : Matrix n n ℂ) (w : Matrix n n ℝ) (γ α : Matrix n n ℂ) : ℝ :=
  hfEnergy h w γ + 1 / 2 * ∑ x, ∑ y, w x y * Complex.normSq (α x y)

/-- The energies of Hartree-Fock density matrices, `0 ≤ γ ≤ 1`, with trace `N`. -/
def hfEnergies (h : Matrix n n ℂ) (w : Matrix n n ℝ) (N : ℝ) : Set ℝ :=
  {e | ∃ γ : Matrix n n ℂ, γ.PosSemidef ∧ (1 - γ).PosSemidef ∧
    γ.trace = (N : ℂ) ∧ hfEnergy h w γ = e}

/-- The energies of Hartree-Fock-Bogoliubov states whose normal part has trace `N`. -/
def hfbEnergies (h : Matrix n n ℂ) (w : Matrix n n ℝ) (N : ℝ) : Set ℝ :=
  {e | ∃ γ α : Matrix n n ℂ, IsHFBState γ α ∧
    γ.trace = (N : ℂ) ∧ hfbEnergy h w γ α = e}

/-- For two spin-orbitals with attraction `-1`, no one-body term and trace 1, a paired state has
energy `-1/2`, while every Hartree-Fock energy is at least `-1/4`. -/
theorem attraction_favours_pairing :
    (-1 / 2 : ℝ) ∈ hfbEnergies (0 : Matrix (Fin 2) (Fin 2) ℂ) !![0, -1; -1, 0] 1 ∧
    ∀ e ∈ hfEnergies (0 : Matrix (Fin 2) (Fin 2) ℂ) !![0, -1; -1, 0] 1, -1 / 4 ≤ e := by
  constructor
  · let G := generalizedDM !![(1 / 2 : ℂ), 0; 0, 1 / 2] !![0, 1 / 2; -1 / 2, 0]
    -- the generalized density matrix is an orthogonal projection
    have hH : Gᴴ = G := by
      ext i j
      rcases i with i | i <;> rcases j with j | j <;> fin_cases i <;> fin_cases j <;>
        simp [G, generalizedDM, Matrix.one_apply] <;> norm_num
    have hP : G * G = G := by
      ext i j
      rcases i with i | i <;> rcases j with j | j <;> fin_cases i <;> fin_cases j <;>
        simp [G, generalizedDM, Matrix.mul_apply, Fintype.sum_sum_type,
          Fin.sum_univ_two, Matrix.one_apply] <;> norm_num
    refine ⟨!![1 / 2, 0; 0, 1 / 2], !![0, 1 / 2; -1 / 2, 0], ⟨?_, ?_, ?_⟩, ?_, ?_⟩
    · ext i j
      fin_cases i <;> fin_cases j <;> simp <;> norm_num
    · change G.PosSemidef
      have h := posSemidef_conjTranspose_mul_self G
      rwa [hH, hP] at h
    · change (1 - G).PosSemidef
      have h := posSemidef_conjTranspose_mul_self (1 - G)
      have e : (1 - G)ᴴ * (1 - G) = 1 - G := by
        rw [conjTranspose_sub, conjTranspose_one, hH, mul_sub, sub_mul, sub_mul, hP]
        simp
      rwa [e] at h
    · norm_num [Matrix.trace_fin_two]
    · norm_num [hfbEnergy, hfEnergy, Fin.sum_univ_two, Complex.normSq_apply]
  · rintro _ ⟨γ, -, -, ht, rfl⟩
    have hr : (γ 0 0).re + (γ 1 1).re = 1 := by
      have h := congrArg Complex.re ht
      simpa [Matrix.trace_fin_two] using h
    have hE : hfEnergy 0 !![0, -1; -1, 0] γ = -((γ 0 0).re * (γ 1 1).re) +
        (Complex.normSq (γ 0 1) + Complex.normSq (γ 1 0)) / 2 := by
      simp [hfEnergy, Fin.sum_univ_two]
      ring
    have hb : (γ 1 1).re = 1 - (γ 0 0).re := by linarith
    rw [hE, hb]
    nlinarith [sq_nonneg ((γ 0 0).re - 1 / 2), Complex.normSq_nonneg (γ 0 1),
      Complex.normSq_nonneg (γ 1 0)]

end

end AttractionFavoursPairing
```

The compiler's answer:

```
Main.lean:50:24: error: unsolved goals
case inr.inr.«0».«0»
G : Matrix (Fin 2 ⊕ Fin 2) (Fin 2 ⊕ Fin 2) ℂ := generalizedDM !![1 / 2, 0; 0, 1 / 2] !![0, 1 / 2; -1 / 2, 0]
⊢ 2 = (starRingEnd ℂ) 2

case inr.inr.«1».«1»
G : Matrix (Fin 2 ⊕ Fin 2) (Fin 2 ⊕ Fin 2) ℂ := generalizedDM !![1 / 2, 0; 0, 1 / 2] !![0, 1 / 2; -1 / 2, 0]
⊢ 2 = (starRingEnd ℂ) 2
Main.lean:54:27: error: unsolved goals
case inl.inl.«0».«0»
G : Matrix (Fin 2 ⊕ Fin 2) (Fin 2 ⊕ Fin 2) ℂ := generalizedDM !![1 / 2, 0; 0, 1 / 2] !![0, 1 / 2; -1 / 2, 0]
hH : Gᴴ = G
⊢ 1 / 4 + 1 / 2 * ((starRingEnd ℂ) 2)⁻¹ = 1 / 2

case inl.inl.«1».«1»
G : Matrix (Fin 2 ⊕ Fin 2) (Fin 2 ⊕ Fin 2) ℂ := generalizedDM !![1 / 2, 0; 0, 1 / 2] !![0, 1 / 2; -1 / 2, 0]
hH : Gᴴ = G
⊢ 1 / 4 + -(1 / 2 * (-1 / (starRingEnd ℂ) 2)) = 1 / 2

case inl.inr.«0».«1»
G : Matrix (Fin 2 ⊕ Fin 2) (Fin 2 ⊕ Fin 2) ℂ := generalizedDM !![1 / 2, 0; 0, 1 / 2] !![0, 1 / 2; -1 / 2, 0]
hH : Gᴴ = G
⊢ 1 / 4 + 1 / 2 * (1 - ((starRingEnd ℂ) 2)⁻¹) = 1 / 2

case inl.inr.«1».«0»
G : Matrix (Fin 2 ⊕ Fin 2) (Fin 2 ⊕ Fin 2) ℂ := generalizedDM !![1 / 2, 0; 0, 1 / 2] !![0, 1 / 2; -1 / 2, 0]
hH : Gᴴ = G
⊢ -(1 / 4) + -(1 / 2 * (1 - ((starRingEnd ℂ) 2)⁻¹)) = -(1 / 2)

case inr.inl.«0».«1»
G : Matrix (Fin 2 ⊕ Fin 2) (Fin 2 ⊕ Fin 2) ℂ := generalizedDM !![1 / 2, 0; 0, 1 / 2] !![0, 1 / 2; -1 / 2, 0]
hH : Gᴴ = G
⊢ -1 / (starRingEnd ℂ) 2 * (1 / 2) + (1 - ((starRingEnd ℂ) 2)⁻¹) * (-1 / (starRingEnd ℂ) 2) = -(1 / 2)

case inr.inl.«1».«0»
G : Matrix (Fin 2 ⊕ Fin 2) (Fin 2 ⊕ Fin 2) ℂ := generalizedDM !![1 / 2, 0; 0, 1 / 2] !![0, 1 / 2; -1 / 2, 0]
hH : Gᴴ = G
⊢ ((starRingEnd ℂ) 2)⁻¹ * (1 / 2) + (1 - ((starRingEnd ℂ) 2)⁻¹) * ((starRingEnd ℂ) 2)⁻¹ = 1 / 2

case inr.inr.«0».«0»
G : Matrix (Fin 2 ⊕ Fin 2) (Fin 2 ⊕ Fin 2) ℂ := generalizedDM !![1 / 2, 0; 0, 1 / 2] !![0, 1 / 2; -1 / 2, 0]
hH : Gᴴ = G
⊢ -(-1 / (starRingEnd ℂ) 2 * (1 / 2)) + (1 - ((starRingEnd ℂ) 2)⁻¹) * (1 - ((starRingEnd ℂ) 2)⁻¹) =
    1 - ((starRingEnd ℂ) 2)⁻¹

case inr.inr.«1».«1»
G : Matrix (Fin 2 ⊕ Fin 2) (Fin 2 ⊕ Fin 2) ℂ := generalizedDM !![1 / 2, 0; 0, 1 / 2] !![0, 1 / 2; -1 / 2, 0]
hH : Gᴴ = G
⊢ ((starRingEnd ℂ) 2)⁻¹ * (1 / 2) + (1 - ((starRingEnd ℂ) 2)⁻¹) * (1 - ((starRingEnd ℂ) 2)⁻¹) =
    1 - ((starRingEnd ℂ) 2)⁻¹
Main.lean:53:32: warning: This simp argument is unused:
  Matrix.one_apply

Hint: Omit it from the simp argument list.
  [apply] simp [G, generalizedDM]

Note: This linter can be disabled with `set_option linter.unusedSimpArgs false`
```

What went wrong. Both errors come from the complex conjugate of the number 2. The definition of `G` conjugates γ and α, whose entries contain 1/2, and `simp` moves the conjugation inward until it rests on the 2. Neither `simp` nor the `norm_num` after it then replaced `(starRingEnd ℂ) 2` by 2. In `hH` this leaves two goals that say exactly `2 = (starRingEnd ℂ) 2`. In `hP` it leaves eight arithmetic identities that are true once the conjugate is evaluated, but that `norm_num` could not finish with it still there.

The repair proves the missing equation once, as `hc`, by comparing real and imaginary parts, and gives it to `simp` in both proofs. In `hP` it also goes to `norm_num`, so that a conjugate still present at that stage can be rewritten too. With `hc`, `simp` alone closes every entry of `hH`, so dropping `norm_num` there is mere tidying, as is dropping `Matrix.one_apply`, which the warning reported as unused.

As a diff, the version that Lean accepts:

```diff
@@ -47,14 +47,16 @@
   constructor
   · let G := generalizedDM !![(1 / 2 : ℂ), 0; 0, 1 / 2] !![0, 1 / 2; -1 / 2, 0]
+    have hc : (starRingEnd ℂ) 2 = 2 :=
+      Complex.ext (Complex.conj_re 2) (by rw [Complex.conj_im]; simp)
     -- the generalized density matrix is an orthogonal projection
     have hH : Gᴴ = G := by
       ext i j
       rcases i with i | i <;> rcases j with j | j <;> fin_cases i <;> fin_cases j <;>
-        simp [G, generalizedDM, Matrix.one_apply] <;> norm_num
+        simp [G, generalizedDM, hc]
     have hP : G * G = G := by
       ext i j
       rcases i with i | i <;> rcases j with j | j <;> fin_cases i <;> fin_cases j <;>
         simp [G, generalizedDM, Matrix.mul_apply, Fintype.sum_sum_type,
-          Fin.sum_univ_two, Matrix.one_apply] <;> norm_num
+          Fin.sum_univ_two, Matrix.one_apply, hc] <;> norm_num [hc]
     refine ⟨!![1 / 2, 0; 0, 1 / 2], !![0, 1 / 2; -1 / 2, 0], ⟨?_, ?_, ?_⟩, ?_, ?_⟩
     · ext i j
```
